# Gauge invariance of the Einstein thermal conductivity when the flux changes by the derivative of a bounded path

The ensemble average is represented here by the norm of a real Hilbert space $H$. For one Cartesian component of the heat flux, take $H$ to be the square-integrable functions of the initial phase-space point, weighted by the equilibrium distribution. The flux at time $t$ is then a single vector $J(t)\in H$, and $\|X\|^2$ is the ensemble average $\langle X^2\rangle$. Continuity, derivatives and integrals in time are all meant in this mean-square sense. The theorems use only the Hilbert-space structure and the stated assumptions on the paths, so no dynamics, stationarity or equilibrium distribution enters them.

```lean
import Mathlib

open Filter Topology

namespace EinsteinGaugeInvariance

noncomputable section

variable {H : Type*} [NormedAddCommGroup H] [InnerProductSpace ℝ H]
```

The flux $J$ transports the quantity $X_J(T)=\int_0^T J(t)\,dt$ up to time $T$, which is `transported J T`.

```lean
/-- The quantity transported by the flux `J` between time `0` and time `T`. -/
def transported (J : ℝ → H) (T : ℝ) : H := ∫ t in (0 : ℝ)..T, J t
```

A gauge change adds the time derivative of a path $B:\mathbb R\to H$ to the flux. Such a term arises when the total energy is divided among the atoms in a different way. The new flux is $J^B=J+B'$.

```lean
/-- The flux `J` changed by the total time derivative of the path `B`. -/
def gaugeTransform (J B : ℝ → H) (t : ℝ) : H := J t + deriv B t
```

A path $X$ has Einstein rate $K$ if $\|X(T)\|^2/T$ converges to the real number $K$ as $T\to\infty$. Let $X$ be the time integral of one Cartesian component of the volume-integrated heat flux in a one-component fluid, or in a solid without diffusion, simulated in a periodic cell of volume $V$ at temperature $\theta$ and zero total momentum. The conductivity is then $K/(2Vk_B\theta^2)$. This fixed prefactor is left out of the Lean code.

```lean
/-- The squared norm `‖X T‖²`, divided by the elapsed time `T`, tends to `K` at long times. -/
def HasEinsteinRate (X : ℝ → H) (K : ℝ) : Prop :=
  Tendsto (fun T : ℝ => ‖X T‖ ^ 2 / T) atTop (𝓝 K)
```

## (a) Correlation with a path of zero rate

Let $X$ have rate $K$ and let $D$ have rate $0$. Show that
$$\frac{\langle X(T),D(T)\rangle}{T}\to 0 .$$

**Solution.** For $T>0$, Cauchy–Schwarz gives
$$\frac{|\langle X(T),D(T)\rangle|}{T}\le\sqrt{\frac{\|X(T)\|^2}{T}\cdot\frac{\|D(T)\|^2}{T}}\;\to\;\sqrt{K\cdot 0}=0 .$$
In Lean, `h` is the limit of the square root. The inequality is proved in squared form and converted by `Real.abs_le_sqrt`, and `squeeze_zero_norm` concludes.

```lean
/-- The correlation between a path of finite Einstein rate and a path of zero rate
vanishes at long times after division by the elapsed time. -/
theorem cross_term_vanishes {X D : ℝ → H} {K : ℝ}
    (hX : HasEinsteinRate X K) (hD : HasEinsteinRate D 0) :
    Tendsto (fun T : ℝ => inner ℝ (X T) (D T) / T) atTop (𝓝 0) := by
  unfold HasEinsteinRate at hX hD
  have h : Tendsto (fun T : ℝ => √(‖X T‖ ^ 2 / T * (‖D T‖ ^ 2 / T))) atTop (𝓝 0) := by
    have h1 := (Real.continuous_sqrt.tendsto (K * 0)).comp (hX.mul hD)
    rw [mul_zero, Real.sqrt_zero] at h1
    exact h1
  refine squeeze_zero_norm (fun T => ?_) h
  rw [Real.norm_eq_abs]
  apply Real.abs_le_sqrt
  -- Cauchy-Schwarz, squared
  have hc : (inner ℝ (X T) (D T)) ^ 2 ≤ ‖X T‖ ^ 2 * ‖D T‖ ^ 2 := by
    have h2 := abs_real_inner_le_norm (X T) (D T)
    calc (inner ℝ (X T) (D T)) ^ 2 = |inner ℝ (X T) (D T)| ^ 2 := (sq_abs _).symm
      _ ≤ (‖X T‖ * ‖D T‖) ^ 2 := pow_le_pow_left₀ (abs_nonneg _) h2 2
      _ = ‖X T‖ ^ 2 * ‖D T‖ ^ 2 := mul_pow _ _ _
  calc (inner ℝ (X T) (D T) / T) ^ 2 = (inner ℝ (X T) (D T)) ^ 2 / T ^ 2 := div_pow _ _ _
    _ ≤ ‖X T‖ ^ 2 * ‖D T‖ ^ 2 / T ^ 2 := div_le_div_of_nonneg_right hc (sq_nonneg T)
    _ = ‖X T‖ ^ 2 / T * (‖D T‖ ^ 2 / T) := by ring
```

## (b) Adding a path of zero rate

With $X$ and $D$ as in (a), show that
$$\frac{\|X(T)+D(T)\|^2}{T}\to K .$$

**Solution.** Expand the square:
$$\frac{\|X+D\|^2}{T}=\frac{\|X\|^2}{T}+\frac{2\langle X,D\rangle}{T}+\frac{\|D\|^2}{T}.$$
The three terms tend to $K$, to $0$ by (a), and to $0$ by assumption. The expansion is `norm_add_sq_real`.

```lean
/-- Adding a path of zero Einstein rate does not change the Einstein rate. -/
theorem rate_add_negligible {X D : ℝ → H} {K : ℝ}
    (hX : HasEinsteinRate X K) (hD : HasEinsteinRate D 0) :
    HasEinsteinRate (fun T => X T + D T) K := by
  have hc := (cross_term_vanishes hX hD).const_mul 2
  unfold HasEinsteinRate at hX hD ⊢
  have h := (hX.add hc).add hD
  simp only [mul_zero, add_zero] at h
  refine h.congr (fun T => ?_)
  rw [norm_add_sq_real]
  ring
```

## (c) Bounded paths

Let $\|B(t)\|\le C$ for all $t$. Show that
$$\frac{\|B(T)\|^2}{T}\to 0 .$$

**Solution.** For $T>0$ we have $0\le\|B(T)\|^2/T\le C^2/T$, and the upper bound tends to $0$. The two bullets in the proof are these two inequalities.

```lean
omit [InnerProductSpace ℝ H] in
/-- A bounded path has zero Einstein rate. -/
theorem rate_zero_of_bounded {B : ℝ → H} {C : ℝ} (hC : ∀ t, ‖B t‖ ≤ C) :
    HasEinsteinRate B 0 := by
  have h : Tendsto (fun T : ℝ => C ^ 2 / T) atTop (𝓝 0) :=
    tendsto_const_nhds.div_atTop tendsto_id
  unfold HasEinsteinRate
  refine squeeze_zero' ?_ ?_ h
  · filter_upwards [eventually_ge_atTop (0 : ℝ)] with T hT
    positivity
  · filter_upwards [eventually_ge_atTop (0 : ℝ)] with T hT
    exact div_le_div_of_nonneg_right (pow_le_pow_left₀ (norm_nonneg _) (hC T) 2) hT
```

## (d) Displacement from the starting point

Let $B$ have rate $0$. Show that
$$\frac{\|B(T)-B(0)\|^2}{T}\to 0 .$$

**Solution.** The constant path $-B(0)$ is bounded, so it has rate $0$ by (c). Adding it to $B$ leaves the rate at $0$ by (b).

```lean
/-- If a path has zero Einstein rate, so has its displacement from the initial point. -/
theorem boundary_term_negligible {B : ℝ → H} (h0 : HasEinsteinRate B 0) :
    HasEinsteinRate (fun T => B T - B 0) 0 := by
  have hc : HasEinsteinRate (fun _ : ℝ => -B 0) 0 :=
    rate_zero_of_bounded (C := ‖B 0‖) (fun _ => (norm_neg _).le)
  simpa only [sub_eq_add_neg] using rate_add_negligible h0 hc
```

## (e) What the gauge term transports

From here on $H$ is complete. Let $J$ be continuous and $B$ continuously differentiable, written `ContDiff ℝ 1 B`. Show that
$$X_{J^B}(T)=X_J(T)+B(T)-B(0).$$

**Solution.** Both $J$ and $B'$ are continuous, hence integrable on $[0,T]$, and the integral splits:
$$\int_0^T (J+B')\,dt=\int_0^T J\,dt+\int_0^T B'\,dt .$$
By the fundamental theorem of calculus the last integral is $B(T)-B(0)$. The two rewriting steps in Lean are the splitting and this theorem.

```lean
variable [CompleteSpace H]

/-- A gauge change of the flux adds only the boundary term `B T - B 0` to the
transported quantity. -/
theorem transported_gaugeTransform {J B : ℝ → H} (hJ : Continuous J)
    (hB : ContDiff ℝ 1 B) (T : ℝ) :
    transported (gaugeTransform J B) T = transported J T + (B T - B 0) := by
  obtain ⟨hd, hc⟩ := contDiff_one_iff_deriv.mp hB
  unfold transported gaugeTransform
  rw [intervalIntegral.integral_add (hJ.intervalIntegrable 0 T) (hc.intervalIntegrable 0 T),
    intervalIntegral.integral_eq_sub_of_hasDerivAt (fun t _ => (hd t).hasDerivAt)
      (hc.intervalIntegrable 0 T)]
```

## (f) Gauge paths of zero rate

Let $J$ and $B$ be as in (e), and let $B$ have rate $0$. Show that, for every real $K$,
$$\frac{\|X_J(T)\|^2}{T}\to K\iff\frac{\|X_{J^B}(T)\|^2}{T}\to K .$$

**Solution.** Put $D(T)=B(T)-B(0)$, which has rate $0$ by (d). By (e), $X_{J^B}=X_J+D$, so (b) gives the forward direction. For the converse, $-D$ also has rate $0$, and $X_J=X_{J^B}+(-D)$, so (b) applies again. The path $B$ may be unbounded, provided its root-mean-square size grows more slowly than $\sqrt T$.

```lean
/-- A gauge path of zero Einstein rate, bounded or not, leaves the Einstein rate of the
transported quantity unchanged. -/
theorem gauge_invariance_of_rate_zero {J B : ℝ → H} {K : ℝ} (hJ : Continuous J)
    (hB : ContDiff ℝ 1 B) (h0 : HasEinsteinRate B 0) :
    HasEinsteinRate (transported J) K ↔
      HasEinsteinRate (transported (gaugeTransform J B)) K := by
  have hD := boundary_term_negligible h0
  have hD' : HasEinsteinRate (fun T => -(B T - B 0)) 0 := by
    unfold HasEinsteinRate at hD ⊢
    simpa only [norm_neg] using hD
  have e : transported (gaugeTransform J B) = fun T => transported J T + (B T - B 0) :=
    funext (transported_gaugeTransform hJ hB)
  rw [e]
  constructor
  · intro h
    exact rate_add_negligible h hD
  · intro h
    -- subtract the boundary term again
    have h' := rate_add_negligible h hD'
    simpa only [add_neg_cancel_right] using h'
```

## (g) Bounded gauge paths

Let $J$ be continuous and $B$ continuously differentiable with $\|B(t)\|\le C$ for all $t$. Show that
$$\frac1T\Big\|\int_0^T J\,dt\Big\|^2\to K\iff\frac1T\Big\|\int_0^T (J+B')\,dt\Big\|^2\to K .$$

**Solution.** By (c), $B$ has rate $0$, and (f) applies.

In simulation practice, two definitions of the atomic energies therefore give the same Einstein conductivity if their fluxes differ by the derivative of a path bounded in mean square and the limit exists for one of them. Boundedness says that the mean square of the first moment of the redistributed energy stays below one fixed bound at all times. It is assumed here, as is the existence of the limit on one side. At finite $T$ the two estimates can differ.

```lean
/-- Gauge invariance of the Einstein form: for a continuous flux `J` and a bounded,
continuously differentiable path `B`, the fluxes `J` and `J + B'` have the same
long-time limit of squared transported quantity per unit time. -/
theorem einstein_gauge_invariance {J B : ℝ → H} {K C : ℝ} (hJ : Continuous J)
    (hB : ContDiff ℝ 1 B) (hC : ∀ t, ‖B t‖ ≤ C) :
    Tendsto (fun T : ℝ => ‖∫ t in (0 : ℝ)..T, J t‖ ^ 2 / T) atTop (𝓝 K) ↔
      Tendsto (fun T : ℝ => ‖∫ t in (0 : ℝ)..T, (J t + deriv B t)‖ ^ 2 / T) atTop (𝓝 K) :=
  gauge_invariance_of_rate_zero hJ hB (rate_zero_of_bounded hC)
```

## (h) The exact condition on the gauge path

Let $B$ be continuously differentiable. Show that $B$ preserves the Einstein rate of every continuous flux that has one if and only if
$$\frac{\|B(T)\|^2}{T}\to 0 .$$

**Solution.** If the limit holds, use (f). Conversely, test the invariance on $J=0$, which has rate $0$. By (e) the changed flux transports $B(T)-B(0)$, so this displacement has rate $0$. Adding the constant path $B(0)$, of rate $0$ by (c), recovers $B$, and (b) gives the claim.

```lean
/-- A continuously differentiable path `B` preserves the Einstein rate of every continuous
flux exactly when `‖B T‖² / T` tends to zero. -/
theorem gauge_invariance_iff_rate_zero {B : ℝ → H} (hB : ContDiff ℝ 1 B) :
    (∀ (J : ℝ → H) (K : ℝ), Continuous J → HasEinsteinRate (transported J) K →
      HasEinsteinRate (transported (gaugeTransform J B)) K) ↔ HasEinsteinRate B 0 := by
  constructor
  · intro h
    -- test the invariance on the zero flux
    have hz : HasEinsteinRate (transported (fun _ : ℝ => (0 : H))) 0 := by
      simp [HasEinsteinRate, transported]
    have h1 := h (fun _ => 0) 0 continuous_const hz
    have hc : HasEinsteinRate (fun _ : ℝ => B 0) 0 :=
      rate_zero_of_bounded (C := ‖B 0‖) (fun _ => le_rfl)
    have h2 := rate_add_negligible h1 hc
    have e : (fun T => transported (gaugeTransform (fun _ => 0) B) T + B 0) = B := by
      funext T
      rw [transported_gaugeTransform continuous_const hB]
      simp [transported]
    rw [e] at h2
    exact h2
  · intro h0 J K hJ h
    exact (gauge_invariance_of_rate_zero hJ hB h0).mp h
```

## (i) Mixed coefficients of two fluxes

Let $J_1,J_2$ be continuous with finite Einstein rates $K_1,K_2$, and let $\langle X_{J_1}(T),X_{J_2}(T)\rangle/T\to L$. Let $B_1,B_2$ be bounded and continuously differentiable. Show that
$$\frac{\langle X_{J_1^{B_1}}(T),\,X_{J_2^{B_2}}(T)\rangle}{T}\to L .$$

**Solution.** Write $X_i=X_{J_i}$ and $D_i(T)=B_i(T)-B_i(0)$. By (e) the numerator is
$$\langle X_1,X_2\rangle+\langle X_1,D_2\rangle+\langle D_1,X_2\rangle+\langle D_1,D_2\rangle .$$
Each $D_i$ has rate $0$ by (c) and (d). After division by $T$, the last three terms vanish by (a), and the first tends to $L$. The coefficient $L$ is of the Onsager type, but its symmetry in the two fluxes is built into the real inner product, so the result says nothing about reciprocity.

```lean
/-- For two fluxes of finite Einstein rate, the long-time limit of their mixed correlation
per unit time is unchanged when each flux receives its own bounded gauge term. -/
theorem onsager_gauge_invariance {J₁ J₂ B₁ B₂ : ℝ → H} {K₁ K₂ L C₁ C₂ : ℝ}
    (hJ₁ : Continuous J₁) (hJ₂ : Continuous J₂)
    (hB₁ : ContDiff ℝ 1 B₁) (hB₂ : ContDiff ℝ 1 B₂)
    (hC₁ : ∀ t, ‖B₁ t‖ ≤ C₁) (hC₂ : ∀ t, ‖B₂ t‖ ≤ C₂)
    (h₁ : HasEinsteinRate (transported J₁) K₁) (h₂ : HasEinsteinRate (transported J₂) K₂)
    (hL : Tendsto (fun T : ℝ => inner ℝ (transported J₁ T) (transported J₂ T) / T)
      atTop (𝓝 L)) :
    Tendsto (fun T : ℝ => inner ℝ (transported (gaugeTransform J₁ B₁) T)
      (transported (gaugeTransform J₂ B₂) T) / T) atTop (𝓝 L) := by
  have hD₁ := boundary_term_negligible (rate_zero_of_bounded hC₁)
  have hD₂ := boundary_term_negligible (rate_zero_of_bounded hC₂)
  -- the three correlations that involve a boundary term all vanish
  have h := ((hL.add (cross_term_vanishes h₁ hD₂)).add
    (cross_term_vanishes h₂ hD₁)).add (cross_term_vanishes hD₁ hD₂)
  simp only [add_zero] at h
  refine h.congr (fun T => ?_)
  rw [transported_gaugeTransform hJ₁ hB₁, transported_gaugeTransform hJ₂ hB₂,
    inner_add_left, inner_add_right, inner_add_right,
    real_inner_comm (B₁ T - B₁ 0) (transported J₂ T)]
  ring

end

end EinsteinGaugeInvariance
```

```lean
#print axioms EinsteinGaugeInvariance.einstein_gauge_invariance
-- 'EinsteinGaugeInvariance.einstein_gauge_invariance' depends on axioms: [propext, Classical.choice, Quot.sound]
#print axioms EinsteinGaugeInvariance.gauge_invariance_iff_rate_zero
-- 'EinsteinGaugeInvariance.gauge_invariance_iff_rate_zero' depends on axioms: [propext, Classical.choice, Quot.sound]
#print axioms EinsteinGaugeInvariance.onsager_gauge_invariance
-- 'EinsteinGaugeInvariance.onsager_gauge_invariance' depends on axioms: [propext, Classical.choice, Quot.sound]
```
